# Exponential decay of the negative-energy projector for a gapped Hamiltonian of finite range

In an insulator with non-interacting electrons at zero temperature, the one-particle density matrix, with spin included in the orbital label, is the projector $P$ onto the one-electron states below the chemical potential. Some linear-scaling methods discard its elements between distant orbitals. An upper bound on those elements limits the size of each element that is discarded.

Put the chemical potential at zero and scale the energies so that every eigenvalue $E$ of the Hamiltonian $H$ satisfies $0<a\le|E|\le1$. The number $a$ expresses the gap: no level lies closer than $a$ to the chemical potential. The orbitals are orthonormal. Let $d_{ij}$ be the distance between the centres of orbitals $i$ and $j$, and let $H_{ij}=0$ whenever $d_{ij}>w$, with $w\ge0$. Then, for every $m=0,1,2,\dots$,

$$|P_{ij}|\le\tfrac12(1-a^2)^{m+1}\quad\text{whenever } d_{ij}>(2m+1)w .$$

For this finite, non-interacting model, at fixed $a$ and $w$ the bound does not depend on the number of orbitals. Whether $a$ stays fixed as a system grows is a property of the system and is not proved here. The bound is only an upper limit: the elements can be much smaller, and it does not give their true rate of decay.

## A polynomial close to the sign function

For $0<|x|\le1$, $\operatorname{sign}x=x\,[1-(1-x^2)]^{-1/2}$. Truncating the binomial series gives

$$p_m(x)=x\sum_{k=0}^m c_k(1-x^2)^k,\qquad c_k=\binom{2k}{k}4^{-k}.$$

Its derivative is $p_m'=(2m+1)c_m(1-x^2)^m$. This holds for $m=0$, where $p_0=x$. Going from $m$ to $m+1$ adds $c_{m+1}x(1-x^2)^{m+1}$, whose derivative is

$$c_{m+1}(1-x^2)^m\left[(2m+3)(1-x^2)-2(m+1)\right].$$

Since $2(m+1)c_{m+1}=(2m+1)c_m$, the last part cancels $p_m'$, and $(2m+3)c_{m+1}(1-x^2)^{m+1}$ remains.

On $[0,1]$, therefore, $p_m$ increases to $p_m(1)=1$. The function $g=p_m+(1-x^2)^{m+1}$ equals 1 at both ends, and

$$g'=\left[(2m+1)c_m-2(m+1)x\right](1-x^2)^m .$$

The bracket decreases with $x$, so $g$ rises before it falls, and $g\ge1$. Hence $0\le1-p_m(x)\le(1-x^2)^{m+1}$. Because $p_m$ is odd, $a\le|x|\le1$ implies

$$|\operatorname{sign}x-p_m(x)|\le(1-a^2)^{m+1}.$$

## From the polynomial to the projector

Write $H=U\,\mathrm{diag}(E_k)\,U^\dagger$ with $U$ unitary. If $|f(E_k)|\le\varepsilon$ for all $k$, then

$$|f(H)_{ij}|\le\varepsilon\sum_k|U_{ik}||U_{jk}|\le\frac{\varepsilon}{2}\sum_k\left(|U_{ik}|^2+|U_{jk}|^2\right)=\varepsilon ,$$

because the rows of $U$ are normalised.

By the triangle inequality, ranges add when matrices are multiplied. The highest power in $p_m(H)$ is $H^{2m+1}$, so $p_m(H)_{ij}=0$ when $d_{ij}>(2m+1)w$. Such a pair also has $i\ne j$, so the identity matrix contributes nothing, and

$$P_{ij}=\left[P-\tfrac12(1-p_m(H))\right]_{ij}.$$

The occupation is $(1-\operatorname{sign}E)/2$, so the matrix in brackets has eigenvalues $(p_m(E_k)-\operatorname{sign}E_k)/2$. Their size is at most $(1-a^2)^{m+1}/2$, which proves the bound.

## The polynomial estimates in Lean

```lean
import Mathlib

open Matrix Finset

noncomputable section

namespace ProjectorDecay
```

The coefficient $c_k$ is `coef k`.

```lean
/-- The coefficient `C(2k,k) / 4^k`, as a real number. -/
def coef (k : ℕ) : ℝ := (Nat.centralBinom k : ℝ) / 4 ^ k
```

One definition of $p_m$ serves real numbers and matrices, since it needs only a real algebra.

```lean
/-- The polynomial `x ∑_{k ≤ m} C(2k,k) 4^(-k) (1 - x²)^k`, for numbers and for matrices. -/
def signPoly {A : Type*} [Ring A] [Algebra ℝ A] (m : ℕ) (x : A) : A :=
  x * ∑ k ∈ range (m + 1), coef k • (1 - x ^ 2) ^ k

/-- Raising the order of the polynomial by one adds a single term. -/
theorem signPoly_succ {A : Type*} [Ring A] [Algebra ℝ A] (m : ℕ) (x : A) :
    signPoly (m + 1) x = signPoly m x + coef (m + 1) • (x * (1 - x ^ 2) ^ (m + 1)) := by
  simp only [signPoly]
  rw [sum_range_succ _ (m + 1), mul_add, mul_smul_comm]
```

The derivative is found by induction. Within the proof, `hc` is the recursion for $c_m$, and the final `linear_combination` performs the cancellation.

```lean
/-- The slope of the polynomial is a constant times `(1 - x²)^m`. -/
theorem signPoly_hasDerivAt (m : ℕ) (x : ℝ) :
    HasDerivAt (fun y : ℝ => signPoly m y) ((2 * m + 1) * coef m * (1 - x ^ 2) ^ m) x := by
  induction m with
  | zero =>
    have hf : (fun y : ℝ => signPoly 0 y) = fun y => y := by
      funext y
      simp [signPoly, coef]
    rw [hf]
    simpa [coef] using hasDerivAt_id' x
  | succ m ih =>
    -- recursion of the central binomial coefficients
    have hc : 2 * ((m : ℝ) + 1) * coef (m + 1) = (2 * m + 1) * coef m := by
      have h : ((m : ℝ) + 1) * (Nat.centralBinom (m + 1) : ℝ)
          = 2 * (2 * m + 1) * (Nat.centralBinom m : ℝ) := by
        exact_mod_cast Nat.succ_mul_centralBinom_succ m
      unfold coef
      rw [pow_succ]
      linear_combination (2 / ((4 : ℝ) ^ m * 4)) * h
    have h1 : HasDerivAt (fun y : ℝ => 1 - y ^ 2) (-(2 * x)) x := by
      simpa using (hasDerivAt_pow 2 x).const_sub 1
    have h2 := (hasDerivAt_id' x).fun_mul (h1.fun_pow (m + 1))
    have h3 := ih.fun_add (h2.const_mul (coef (m + 1)))
    have hf : (fun y : ℝ => signPoly (m + 1) y)
        = fun y => signPoly m y + coef (m + 1) * (y * (1 - y ^ 2) ^ (m + 1)) := by
      funext y
      exact signPoly_succ m y
    rw [hf]
    refine h3.congr_deriv ?_
    simp only [Nat.add_sub_cancel]
    push_cast
    linear_combination (-(1 - x ^ 2) ^ m) * hc
```

For the lower bound, the proof asks on which side of the maximum of $g$ the point $x$ lies. It then compares $g(x)$ with $g(0)$ or $g(1)$.

```lean
/-- On `[0,1]` the polynomial lies between `1 - (1 - x²)^(m+1)` and `1`. -/
theorem signPoly_bounds (m : ℕ) {x : ℝ} (h0 : 0 ≤ x) (h1 : x ≤ 1) :
    1 - (1 - x ^ 2) ^ (m + 1) ≤ signPoly m x ∧ signPoly m x ≤ 1 := by
  have hd := signPoly_hasDerivAt m
  have hc : 0 ≤ coef m := by unfold coef; positivity
  have hone : signPoly m (1 : ℝ) = 1 := by
    clear hd hc
    induction m with
    | zero => simp [signPoly, coef]
    | succ m ih => rw [signPoly_succ, ih]; simp
  have hzero : signPoly m (0 : ℝ) = 0 := by simp [signPoly]
  have hy : ∀ y : ℝ, 0 ≤ y → y ≤ 1 → 0 ≤ (1 - y ^ 2) ^ m := fun y h h' =>
    pow_nonneg (by nlinarith) m
  constructor
  · -- `g = p + (1 - x²)^(m+1)` equals one at both ends, and first rises, then falls
    let g : ℝ → ℝ := fun y => signPoly m y + (1 - y ^ 2) ^ (m + 1)
    have hg : ∀ y, HasDerivAt g
        (((2 * m + 1) * coef m - 2 * (m + 1) * y) * (1 - y ^ 2) ^ m) y := by
      intro y
      have e1 : HasDerivAt (fun z : ℝ => 1 - z ^ 2) (-(2 * y)) y := by
        simpa using (hasDerivAt_pow 2 y).const_sub 1
      refine ((hd y).fun_add (e1.fun_pow (m + 1))).congr_deriv ?_
      simp only [Nat.add_sub_cancel]
      push_cast
      ring
    have g0 : g 0 = 1 := by simp [g, hzero]
    have g1 : g 1 = 1 := by simp [g, hone]
    have hm : (0 : ℝ) ≤ 2 * (m + 1) := by positivity
    have key : 1 ≤ g x := by
      rcases le_total (2 * ((m : ℝ) + 1) * x) ((2 * m + 1) * coef m) with h | h
      · have mono : MonotoneOn g (Set.Icc 0 x) :=
          monotoneOn_of_deriv_nonneg (convex_Icc 0 x)
            (fun y _ => (hg y).continuousAt.continuousWithinAt)
            (fun y _ => (hg y).differentiableAt.differentiableWithinAt) (by
              intro y hy'
              rw [interior_Icc] at hy'
              rw [(hg y).deriv]
              have := mul_le_mul_of_nonneg_left hy'.2.le hm
              exact mul_nonneg (by linarith) (hy y hy'.1.le (hy'.2.le.trans h1)))
        rw [← g0]
        exact mono ⟨le_rfl, h0⟩ ⟨h0, le_rfl⟩ h0
      · have anti : AntitoneOn g (Set.Icc x 1) :=
          antitoneOn_of_deriv_nonpos (convex_Icc x 1)
            (fun y _ => (hg y).continuousAt.continuousWithinAt)
            (fun y _ => (hg y).differentiableAt.differentiableWithinAt) (by
              intro y hy'
              rw [interior_Icc] at hy'
              rw [(hg y).deriv]
              have := mul_le_mul_of_nonneg_left hy'.1.le hm
              exact mul_nonpos_of_nonpos_of_nonneg (by linarith)
                (hy y (h0.trans hy'.1.le) hy'.2.le))
        rw [← g1]
        exact anti ⟨le_rfl, h1⟩ ⟨h1, le_rfl⟩ h1
    simp only [g] at key
    linarith
  · have mono : MonotoneOn (fun y : ℝ => signPoly m y) (Set.Icc 0 1) :=
      monotoneOn_of_deriv_nonneg (convex_Icc 0 1)
        (fun y _ => (hd y).continuousAt.continuousWithinAt)
        (fun y _ => (hd y).differentiableAt.differentiableWithinAt) (by
          intro y hy'
          rw [interior_Icc] at hy'
          rw [(hd y).deriv]
          exact mul_nonneg (mul_nonneg (by positivity) hc) (hy y hy'.1.le hy'.2.le))
    rw [← hone]
    exact mono ⟨h0, h1⟩ ⟨zero_le_one, le_rfl⟩ h1
```

Oddness, `hodd`, carries the estimate to negative $x$.

```lean
/-- For `0 < a ≤ |x| ≤ 1` the polynomial approximates the sign of `x` within
`(1 - a²)^(m+1)`. -/
theorem abs_sign_sub_signPoly_le (m : ℕ) {a x : ℝ} (ha : 0 < a) (hax : a ≤ |x|)
    (hx : |x| ≤ 1) : |Real.sign x - signPoly m x| ≤ (1 - a ^ 2) ^ (m + 1) := by
  obtain ⟨hl, hu⟩ := signPoly_bounds m (abs_nonneg x) hx
  have hp : (1 - |x| ^ 2) ^ (m + 1) ≤ (1 - a ^ 2) ^ (m + 1) :=
    pow_le_pow_left₀ (by nlinarith [abs_nonneg x]) (by nlinarith) _
  have hodd : signPoly m (-x) = -signPoly m x := by simp [signPoly]
  rcases lt_trichotomy x 0 with h | h | h
  · rw [abs_of_neg h] at hl hu hp
    rw [hodd] at hl hu
    rw [Real.sign_of_neg h, abs_le]
    constructor <;> linarith
  · rw [h, abs_zero] at hax
    linarith
  · rw [abs_of_pos h] at hl hu hp
    rw [Real.sign_of_pos h, abs_le]
    constructor <;> linarith
```

## Functions of the Hamiltonian

The orbitals are indexed by a finite type `ι`, and `H` is a complex Hermitian matrix in an orthonormal basis. The map `spectral hH` sends a list of eigenvalues $f$ to $U\,\mathrm{diag}(f)\,U^\dagger$. It is constructed as an algebra homomorphism, so sums and products of lists become sums and products of matrices.

```lean
variable {ι : Type*} [Fintype ι] [DecidableEq ι] {H : Matrix ι ι ℂ}

/-- The matrix with the eigenvectors of `H` and prescribed real eigenvalues `f`. -/
def spectral (hH : H.IsHermitian) : (ι → ℝ) →ₐ[ℝ] Matrix ι ι ℂ :=
  let U : Matrix ι ι ℂ := hH.eigenvectorUnitary
  have hU : U * star U = 1 := mem_unitaryGroup_iff.mp hH.eigenvectorUnitary.2
  have hU' : star U * U = 1 := mem_unitaryGroup_iff'.mp hH.eigenvectorUnitary.2
  { toFun := fun f => U * diagonal (fun k => (f k : ℂ)) * star U
    map_one' := by simp [hU]
    map_zero' := by simp
    map_mul' := fun f g => by
      have e : diagonal (fun k => ((f * g) k : ℂ))
          = diagonal (fun k => (f k : ℂ)) * diagonal (fun k => (g k : ℂ)) := by
        rw [diagonal_mul_diagonal]; simp
      rw [e]
      simp only [mul_assoc]
      rw [← mul_assoc (star U) U, hU', one_mul]
    map_add' := fun f g => by
      rw [← add_mul, ← mul_add, diagonal_add]; simp
    commutes' := fun r => by
      have e : diagonal (fun k => ((algebraMap ℝ (ι → ℝ) r) k : ℂ))
          = r • (1 : Matrix ι ι ℂ) := by
        ext i j
        by_cases h : i = j <;> simp [h]
      rw [e, mul_smul_comm, smul_mul_assoc, mul_one, hU, Algebra.algebraMap_eq_smul_one] }

/-- Prescribing the eigenvalues of `H` gives back `H`. -/
theorem spectral_eigenvalues (hH : H.IsHermitian) : spectral hH hH.eigenvalues = H := by
  have h := hH.spectral_theorem
  rw [Unitary.conjStarAlgAut_apply] at h
  exact h.symm
```

The element bound follows the calculation above, with `row` as the normalisation.

```lean
/-- If the prescribed eigenvalues are at most `ε` in size, so is every matrix element. -/
theorem norm_spectral_apply_le (hH : H.IsHermitian) {f : ι → ℝ} {ε : ℝ}
    (hf : ∀ k, |f k| ≤ ε) (i j : ι) : ‖spectral hH f i j‖ ≤ ε := by
  let U : Matrix ι ι ℂ := hH.eigenvectorUnitary
  -- the rows of the eigenvector matrix are normalised
  have row : ∀ i, ∑ k, ‖U i k‖ ^ 2 = 1 := by
    intro i
    have h : (U * star U) i i = 1 := by
      rw [mem_unitaryGroup_iff.mp hH.eigenvectorUnitary.2, one_apply_eq]
    rw [Matrix.mul_apply] at h
    have h' : ((∑ k, ‖U i k‖ ^ 2 : ℝ) : ℂ) = 1 := by
      refine Eq.trans ?_ h
      push_cast
      exact sum_congr rfl fun k _ => (Complex.mul_conj' (U i k)).symm
    exact_mod_cast h'
  have e : spectral hH f i j = ∑ k, U i k * (f k : ℂ) * star (U j k) := by
    change (U * diagonal (fun k => (f k : ℂ)) * star U) i j = _
    rw [Matrix.mul_apply]
    simp only [mul_diagonal, star_apply]
  rw [e]
  calc ‖∑ k, U i k * (f k : ℂ) * star (U j k)‖
      ≤ ∑ k, ‖U i k * (f k : ℂ) * star (U j k)‖ := norm_sum_le _ _
    _ ≤ ∑ k, ε / 2 * (‖U i k‖ ^ 2 + ‖U j k‖ ^ 2) := by
        refine sum_le_sum fun k _ => ?_
        rw [norm_mul, norm_mul, norm_star, Complex.norm_real, Real.norm_eq_abs]
        have hε : 0 ≤ ε := (abs_nonneg _).trans (hf k)
        have h1 := mul_le_mul_of_nonneg_left (hf k)
          (mul_nonneg (norm_nonneg (U i k)) (norm_nonneg (U j k)))
        have h2 := mul_nonneg hε (sq_nonneg (‖U i k‖ - ‖U j k‖))
        nlinarith
    _ = ε := by
        rw [← mul_sum, sum_add_distrib, row, row]; ring
```

The projector is the image of the step-function occupations.

```lean
/-- The zero-temperature occupation: one below zero energy, otherwise zero. -/
def occupation (x : ℝ) : ℝ := if x < 0 then 1 else 0

/-- The projector onto the eigenvectors of `H` with negative energy. -/
def negProjector (hH : H.IsHermitian) : Matrix ι ι ℂ :=
  spectral hH (fun k => occupation (hH.eigenvalues k))
```

Idempotence and commutation with `H` follow from the same properties of the lists.

```lean
/-- The negative-energy projector is idempotent and commutes with the Hamiltonian. -/
theorem negProjector_idempotent_commute (hH : H.IsHermitian) :
    negProjector hH * negProjector hH = negProjector hH ∧
      H * negProjector hH = negProjector hH * H := by
  constructor
  · unfold negProjector
    rw [← map_mul]
    congr 1
    funext k
    simp [occupation]
  · have h : spectral hH hH.eigenvalues * negProjector hH
        = negProjector hH * spectral hH hH.eigenvalues := by
      unfold negProjector
      rw [← map_mul, ← map_mul, mul_comm]
    rwa [spectral_eigenvalues] at h
```

## Finite range and the decay bound

The map `r` places each orbital in a space with a distance; several orbitals may share a centre. A strict cutoff is an idealisation of hopping elements that are merely small at long range.

```lean
variable {X : Type*} [PseudoMetricSpace X]

/-- Matrix elements vanish between orbitals whose centres `r` are more than `w` apart. -/
def FiniteRange (r : ι → X) (w : ℝ) (A : Matrix ι ι ℂ) : Prop :=
  ∀ i j, w < dist (r i) (r j) → A i j = 0

omit [DecidableEq ι] in
/-- If `A` has range `v` and `B` has range `w`, their product has range `v + w`. -/
theorem FiniteRange.mul {r : ι → X} {v w : ℝ} {A B : Matrix ι ι ℂ}
    (hA : FiniteRange r v A) (hB : FiniteRange r w B) : FiniteRange r (v + w) (A * B) := by
  intro i j hij
  rw [Matrix.mul_apply]
  refine sum_eq_zero fun k _ => ?_
  by_cases h : v < dist (r i) (r k)
  · rw [hA i k h, zero_mul]
  · have := dist_triangle (r i) (r k) (r j)
    rw [hB k j (by linarith), mul_zero]
```

In the main theorem, `ha` and `hE` together assume the gap, with $a>0$, and the energy scaling; neither is derived from the structure of `H`. The steps `hpow` and `hloc` show that $p_m(H)_{ij}$ vanishes, `hp` identifies $p_m(H)$ with its list of eigenvalues, and `key` rewrites $P_{ij}$ as the element of the difference.

```lean
/-- For a Hamiltonian of range `w` with all energies in `a ≤ |E| ≤ 1`, the negative-energy
projector is at most `(1 - a²)^(m+1) / 2` between orbitals more than `(2m+1) w` apart. -/
theorem negProjector_decay (hH : H.IsHermitian) {r : ι → X} {a w : ℝ} (ha : 0 < a)
    (hw : 0 ≤ w) (hE : ∀ k, a ≤ |hH.eigenvalues k| ∧ |hH.eigenvalues k| ≤ 1)
    (hr : FiniteRange r w H) (m : ℕ) {i j : ι} (hij : (2 * m + 1) * w < dist (r i) (r j)) :
    ‖negProjector hH i j‖ ≤ (1 - a ^ 2) ^ (m + 1) / 2 := by
  -- each factor `1 - H²` extends the range by `2w`
  have hpow : ∀ k : ℕ, FiniteRange r ((2 * k + 1) * w) (H * (1 - H ^ 2) ^ k) := by
    intro k
    induction k with
    | zero => simpa using hr
    | succ k ih =>
      have e : ∀ Z : Matrix ι ι ℂ, Z * (1 - H ^ 2) = Z - Z * H * H := by
        intro Z
        rw [mul_sub, mul_one, pow_two, mul_assoc]
      intro i j h
      push_cast at h
      rw [pow_succ _ k, ← mul_assoc, e, Matrix.sub_apply, ih i j (by nlinarith),
        (ih.mul hr).mul hr i j (by nlinarith), sub_zero]
  have hloc : signPoly m H i j = 0 := by
    rw [signPoly, mul_sum, Matrix.sum_apply]
    refine sum_eq_zero fun k hk => ?_
    have hkm : (k : ℝ) ≤ m := by exact_mod_cast Nat.lt_succ_iff.mp (mem_range.mp hk)
    rw [mul_smul_comm, Matrix.smul_apply, hpow k i j (by nlinarith), smul_zero]
  have hne : i ≠ j := by
    rintro rfl
    rw [dist_self] at hij
    have : 0 ≤ (2 * (m : ℝ) + 1) * w := by positivity
    linarith
  -- the polynomial of `H` acts on the eigenvalues
  have hp : spectral hH (signPoly m hH.eigenvalues) = signPoly m H := by
    conv_rhs => rw [← spectral_eigenvalues hH]
    simp only [signPoly, map_mul, map_sum, map_smul, map_pow, map_sub, map_one]
  have key : spectral hH ((fun k => occupation (hH.eigenvalues k))
      - (1 / 2 : ℝ) • (1 - signPoly m hH.eigenvalues)) i j = negProjector hH i j := by
    rw [map_sub, map_smul, map_sub, map_one, hp, Matrix.sub_apply, Matrix.smul_apply,
      Matrix.sub_apply, hloc, one_apply_ne hne, sub_zero, smul_zero, sub_zero]
    rfl
  rw [← key]
  refine norm_spectral_apply_le hH (fun k => ?_) i j
  have hk : signPoly m hH.eigenvalues k = signPoly m (hH.eigenvalues k) := by
    simp [signPoly, Finset.sum_apply]
  have hs := abs_le.mp (abs_sign_sub_signPoly_le m ha (hE k).1 (hE k).2)
  have ho : occupation (hH.eigenvalues k) = (1 - Real.sign (hH.eigenvalues k)) / 2 := by
    rcases lt_trichotomy (hH.eigenvalues k) 0 with h | h | h
    · rw [Real.sign_of_neg h, occupation, if_pos h]; norm_num
    · have := (hE k).1
      rw [h, abs_zero] at this
      linarith
    · rw [Real.sign_of_pos h, occupation, if_neg h.le.not_gt]; norm_num
  simp only [Pi.sub_apply, Pi.smul_apply, Pi.one_apply, smul_eq_mul]
  rw [hk, ho, abs_le]
  constructor <;> linarith [hs.1, hs.2]
```

A matrix of half-bandwidth `w` is the one-dimensional case, with each orbital placed at its index. Again $a>0$ is assumed.

```lean
/-- For a Hermitian matrix of half-bandwidth `w` with all eigenvalues in `a ≤ |E| ≤ 1`, the
negative-energy projector is at most `(1 - a²)^(m+1) / 2` where `|i - j| > (2m+1) w`. -/
theorem negProjector_decay_banded {n : ℕ} {H : Matrix (Fin n) (Fin n) ℂ}
    (hH : H.IsHermitian) {a : ℝ} (ha : 0 < a) (w m : ℕ)
    (hE : ∀ k, a ≤ |hH.eigenvalues k| ∧ |hH.eigenvalues k| ≤ 1)
    (hband : ∀ i j : Fin n, (w : ℝ) < |((i : ℕ) : ℝ) - ((j : ℕ) : ℝ)| → H i j = 0)
    {i j : Fin n} (hij : (2 * m + 1) * (w : ℝ) < |((i : ℕ) : ℝ) - ((j : ℕ) : ℝ)|) :
    ‖negProjector hH i j‖ ≤ (1 - a ^ 2) ^ (m + 1) / 2 := by
  refine negProjector_decay hH (r := fun i : Fin n => ((i : ℕ) : ℝ)) ha
    (Nat.cast_nonneg w) hE ?_ m ?_
  · intro i j h
    rw [Real.dist_eq] at h
    exact hband i j h
  · rw [Real.dist_eq]
    exact hij

end ProjectorDecay
```

```lean
#print axioms ProjectorDecay.negProjector_idempotent_commute
#print axioms ProjectorDecay.negProjector_decay
#print axioms ProjectorDecay.negProjector_decay_banded
```

```
'ProjectorDecay.negProjector_idempotent_commute' depends on axioms: [propext, Classical.choice, Quot.sound]
'ProjectorDecay.negProjector_decay' depends on axioms: [propext, Classical.choice, Quot.sound]
'ProjectorDecay.negProjector_decay_banded' depends on axioms: [propext, Classical.choice, Quot.sound]
```
